# Rescaling a quartic mode's fluctuation integral to unit stiffness

The lemma concerns a single real fluctuation mode with displacement x, stiffness a and quartic coupling g, whose unnormalised weight is exp(−ax²/2 − gx⁴). It states that for a > 0 the integral of this weight over all real x equals the same integral at unit stiffness and coupling g/a², divided by √a. No sign is imposed on g; for g < 0 both integrals diverge, and the equality holds only because Lean assigns them the value 0. The proof first shows that the two weights agree pointwise when the second is evaluated at √a·x, then applies the change-of-variables rule for integrals under scaling.

In Lean, a first try:

```lean
import Mathlib

open MeasureTheory Filter Topology Set
open scoped Real

namespace ModeIntegralScaling

noncomputable section

/-- Weight of a displacement `x` along a fluctuation mode with stiffness `a` and quartic
coupling `g`. -/
def weight (g a x : ℝ) : ℝ := Real.exp (-a * x ^ 2 / 2 - g * x ^ 4)

/-- Fluctuation integral of the mode: the weight integrated over all displacements. -/
def modeIntegral (g a : ℝ) : ℝ := ∫ x, weight g a x

/-- For positive stiffness `a`, the fluctuation integral equals the one at unit stiffness and
quartic coupling `g/a²`, divided by `√a`. (For `g < 0` both integrals diverge and Lean assigns them
the value 0.) -/
theorem modeIntegral_scaling (g : ℝ) {a : ℝ} (ha : 0 < a) :
    modeIntegral g a = modeIntegral (g / a ^ 2) 1 / √a := by
  have e : ∀ x, weight g a x = weight (g / a ^ 2) 1 (√a * x) := fun x => by
    have h2 : (√a * x) ^ 2 = a * x ^ 2 := by rw [mul_pow, Real.sq_sqrt ha.le]
    have h4 : g / a ^ 2 * (√a * x) ^ 4 = g * x ^ 4 := by
      rw [show (√a * x) ^ 4 = ((√a * x) ^ 2) ^ 2 by ring, h2]
      field_simp
    unfold weight
    rw [h4, h2]
    congr 1
    ring
  unfold modeIntegral
  simp_rw [e]
  rw [Measure.integral_comp_mul_left (weight (g / a ^ 2) 1) (√a), smul_eq_mul,
    abs_of_pos (inv_pos.mpr (Real.sqrt_pos.mpr ha)), div_eq_inv_mul]

end

end ModeIntegralScaling
```

Compiling this gives:

```
Main.lean:21:58: error: unsolved goals
g a : ℝ
ha : 0 < a
e : ∀ (x : ℝ), weight g a x = weight (g / a ^ 2) 1 (√a * x)
⊢ (√a)⁻¹ * ∫ (y : ℝ), weight ((a ^ 2)⁻¹ * g) 1 y = (∫ (x : ℝ), weight ((a ^ 2)⁻¹ * g) 1 x) / √a
```

Cause. The error reports a goal left open after the last `rw`. By then the left side was `(√a)⁻¹` times the integral, and the right side was the same integral divided by `√a`. The final rewrite, `div_eq_inv_mul`, was meant to turn that division into multiplication by the inverse.

Given no arguments, however, the lemma matches any quotient, and `rw` fixed on `g / a ^ 2`, inside the weight. It rewrote that quotient on both sides, which is why the message shows `(a ^ 2)⁻¹ * g` in each integral, and left the division by `√a` untouched. The remaining equation is true, but the `rfl` that `rw` tries at the end did not close it.

The repair writes `div_eq_inv_mul _ (√a)`, which fixes the divisor as `√a` and leaves the numerator to be inferred. The pattern no longer fits `g / a ^ 2`, so the outer division is rewritten, the two sides become identical, and `rw` closes the goal.

Fix (accepted with no message):

```diff
@@ -32,5 +32,5 @@
   simp_rw [e]
   rw [Measure.integral_comp_mul_left (weight (g / a ^ 2) 1) (√a), smul_eq_mul,
-    abs_of_pos (inv_pos.mpr (Real.sqrt_pos.mpr ha)), div_eq_inv_mul]
+    abs_of_pos (inv_pos.mpr (Real.sqrt_pos.mpr ha)), div_eq_inv_mul _ (√a)]
 
 end
```
